# An integer matrix of finite order squares to I if it is I modulo 2, and equals I if it is I modulo 4

Q: Suppose my symmetry code tests whether two operations $A$ and $B$ of a finite point group, stored as integer matrices in a lattice basis, are equal by comparing entries modulo 4. Is that safe?

A: Yes. If $A\equiv B$ modulo 4, then $AB^{-1}-I=(A-B)B^{-1}$ has entries divisible by 4, because $B^{-1}$ is also an integer matrix. The product $M=AB^{-1}$ has finite order, and a finite-order integer matrix congruent to $I$ modulo 4 is $I$.

Q: Show me that last step by hand.

A: I use two tools. The first is an expansion: for each $k\ge 0$ there is an integer matrix $Q$ with $(I+X)^k=I+kX+X^2Q$. It starts with $Q=0$ at $k=0$, and multiplying by $I+X$ replaces $Q$ by $kI+Q+QX$.

The second is a descent. Let $X$ be even with $X=2mX+X^2Q$ for an integer $m$. If $2^j$ divides $X$ with $j\ge1$, then $2^{j+1}$ divides $2mX$, and $2^{2j}$ divides $X^2Q$. Since $2j\ge j+1$, $2^{j+1}$ divides $X$. Every power of 2 therefore divides $X$, so $X=0$.

Now let $M=I+4N$ and $M^k=I$ with $k\ge1$, and use induction on $k$.

- For $k=2m+1$, put $X=4N$. The expansion gives $X=-2mX-X^2Q$, so $X=0$.
- For $k=2m$, $M^2=I+8N+16N^2$ is congruent to $I$ modulo 4 and $(M^2)^m=I$. By induction $M^2=I$, so $N=-2N^2$. Thus $N$ is even, and descent gives $N=0$.

If only $M=I+2N$, then $M^2=I+4(N+N^2)$ and $(M^2)^k=I$, so the result modulo 4 gives $M^2=I$.

Q: How does the formal version encode a lattice symmetry? I see no metric.

In Lean 4 with Mathlib:

```lean
import Mathlib

open Matrix

namespace CrystallographicParity

variable {n : Type*} [Fintype n] [DecidableEq n]

/-- The integer matrix `M` agrees with the identity modulo `d`: every entry of `M - 1` is
divisible by `d`. -/
def CongruentToOne (d : ℤ) (M : Matrix n n ℤ) : Prop :=
  ∀ i j, d ∣ (M - 1) i j
```

A: `Matrix n n ℤ` is the operation in a lattice basis, with `n` any finite index set, so the dimension is arbitrary. `CongruentToOne d M` says that $d$ divides every entry of $M-I$. The hypotheses `1 ≤ k` and `M ^ k = 1` express finite order. Physically, this comes from an isometry preserving a discrete lattice, which has only finitely many such operations fixing the origin; here it is assumed. Translations are absent, and the theorem does not yield the familiar list of rotation orders 1, 2, 3, 4 and 6.

Q: Does the code follow your calculation?

A: Closely. The first lemma turns divisibility into $M=I+dN$.

```lean
omit [Fintype n] in
/-- A matrix agrees with the identity modulo `d` exactly when it is the identity plus `d` times
an integer matrix. -/
theorem congruentToOne_iff (d : ℤ) (M : Matrix n n ℤ) :
    CongruentToOne d M ↔ ∃ N : Matrix n n ℤ, M = 1 + d • N := by
  constructor
  · intro h
    choose N hN using h
    refine ⟨Matrix.of N, ?_⟩
    ext i j
    have h1 := hN i j
    simp only [Matrix.sub_apply] at h1
    simp only [Matrix.add_apply, Matrix.smul_apply, Matrix.of_apply, smul_eq_mul]
    linarith
  · rintro ⟨N, rfl⟩ i j
    refine ⟨N i j, ?_⟩
    simp only [Matrix.sub_apply, Matrix.add_apply, Matrix.smul_apply, smul_eq_mul]
    ring
```

Next comes the descent. `key` supplies the powers of 2, and the ending compares a non-zero entry $x$ with $2^{|x|+1}>|x|$.

```lean
/-- Descent: an even integer matrix `X` with `X = 2 m X + X² Q` vanishes. -/
theorem eq_zero_of_descent (X P₀ Q : Matrix n n ℤ) (m : ℤ) (h0 : X = (2 : ℤ) • P₀)
    (h : X = (2 * m) • X + X * X * Q) : X = 0 := by
  -- every power of two divides `X`
  have key : ∀ j : ℕ, ∃ P : Matrix n n ℤ, X = (2 ^ (j + 1) : ℤ) • P := by
    intro j
    induction j with
    | zero => exact ⟨P₀, by simpa using h0⟩
    | succ j ih =>
      obtain ⟨P, hP⟩ := ih
      have hsq : X * X * Q = (2 ^ (j + 1) * 2 ^ (j + 1) : ℤ) • (P * P * Q) := by
        rw [hP]
        simp only [smul_mul_assoc, mul_smul_comm, smul_smul]
      refine ⟨m • P + (2 ^ j : ℤ) • (P * P * Q), ?_⟩
      calc X = (2 * m) • X + X * X * Q := h
        _ = (2 * m) • ((2 ^ (j + 1) : ℤ) • P)
            + (2 ^ (j + 1) * 2 ^ (j + 1) : ℤ) • (P * P * Q) := by rw [hsq, ← hP]
        _ = (2 ^ (j + 1 + 1) : ℤ) • (m • P + (2 ^ j : ℤ) • (P * P * Q)) := by module
  -- a non-zero entry is too small to be divisible by a large power of two
  ext i l
  by_contra hne
  obtain ⟨P, hP⟩ := key (X i l).natAbs
  have hd : (2 ^ ((X i l).natAbs + 1) : ℤ) ∣ X i l := by
    refine ⟨P i l, ?_⟩
    have h1 := congrFun (congrFun hP i) l
    simpa only [Matrix.smul_apply, smul_eq_mul] using h1
  have h1 := Nat.le_of_dvd (Int.natAbs_pos.mpr hne) (Int.natAbs_dvd_natAbs.mpr hd)
  rw [Int.natAbs_pow, show Int.natAbs 2 = 2 from rfl] at h1
  have h2 : (X i l).natAbs + 1 < 2 ^ ((X i l).natAbs + 1) := Nat.lt_two_pow_self
  omega
```

The expansion and the square of $I+cN$ follow; `module` collects the matrix terms.

```lean
/-- Powers of `1 + X` to first order in `X`, with a remainder that contains `X²`. -/
theorem one_add_pow_expand (X : Matrix n n ℤ) (k : ℕ) :
    ∃ Q : Matrix n n ℤ, (1 + X) ^ k = 1 + (k : ℤ) • X + X * X * Q := by
  induction k with
  | zero => exact ⟨0, by simp⟩
  | succ k ih =>
    obtain ⟨Q, hQ⟩ := ih
    refine ⟨(k : ℤ) • (1 : Matrix n n ℤ) + Q + Q * X, ?_⟩
    rw [pow_succ, hQ]
    push_cast
    simp only [mul_add, add_mul, mul_one, one_mul, smul_mul_assoc, mul_smul_comm, mul_assoc]
    module

/-- The square of `1 + c N` for an integer `c`. -/
theorem one_add_smul_sq (c : ℤ) (N : Matrix n n ℤ) :
    (1 + c • N) ^ 2 = 1 + (2 * c) • N + (c * c) • (N * N) := by
  rw [pow_two]
  simp only [mul_add, add_mul, mul_one, one_mul, smul_mul_assoc, mul_smul_comm]
  module
```

Q: Where does the induction do its real work?

A: In `Nat.strong_induction_on generalizing M`. The even case needs the claim for exponent $m=k/2$, not $k-1$, and for the matrix $M^2$, not $M$. Strong induction allows the first change; `generalizing M` allows the second, by making the induction hypothesis hold for every matrix.

```lean
/-- A lattice symmetry of finite order that agrees with the identity modulo 4 is the identity. -/
theorem eq_one_of_congruent_four (k : ℕ) (hk : 1 ≤ k) (M : Matrix n n ℤ)
    (hM : M ^ k = 1) (h4 : CongruentToOne 4 M) : M = 1 := by
  induction k using Nat.strong_induction_on generalizing M with
  | h k ih =>
    obtain ⟨N, rfl⟩ := (congruentToOne_iff 4 M).mp h4
    obtain ⟨m, hm | hm⟩ := Nat.even_or_odd' k
    · -- even exponent: the square satisfies the hypotheses with half the exponent, hence is the identity
      have hs : (1 + (4 : ℤ) • N) ^ 2 = 1 := by
        refine ih m (by omega) (by omega) _ (by rw [← pow_mul, ← hm, hM]) ?_
        refine (congruentToOne_iff 4 _).mpr ⟨(2 : ℤ) • N + (4 : ℤ) • (N * N), ?_⟩
        rw [one_add_smul_sq]
        module
      rw [one_add_smul_sq] at hs
      have hN : N = (2 : ℤ) • (-(N * N)) := by
        ext i j
        have h1 := congrFun (congrFun hs i) j
        simp only [Matrix.add_apply, Matrix.smul_apply, smul_eq_mul] at h1
        simp only [Matrix.smul_apply, Matrix.neg_apply, smul_eq_mul]
        linarith
      have hz : N = 0 := by
        refine eq_zero_of_descent N (-(N * N)) ((-2 : ℤ) • (1 : Matrix n n ℤ)) 0 hN ?_
        rw [mul_smul_comm, mul_one]
        linear_combination (norm := module) hN
      rw [hz, smul_zero, add_zero]
    · -- odd exponent: the expansion of the power puts `4 N` in the form required by the descent
      obtain ⟨Q, hQ⟩ := one_add_pow_expand ((4 : ℤ) • N) k
      rw [hM, hm] at hQ
      push_cast at hQ
      have hz : (4 : ℤ) • N = 0 := by
        refine eq_zero_of_descent _ ((2 : ℤ) • N) (-Q) (-(m : ℤ)) (by module) ?_
        rw [mul_neg _ Q]
        linear_combination (norm := module) -hQ
      rw [hz, add_zero]
```

The main theorem then applies this to $M$ itself for the modulo 4 claim, and to $M^2$ for the modulo 2 claim.

```lean
/-- A lattice symmetry of finite order squares to the identity if it agrees with the identity
modulo 2, and is itself the identity if it agrees with it modulo 4. -/
theorem parity_restriction (M : Matrix n n ℤ) (k : ℕ) (hk : 1 ≤ k) (hM : M ^ k = 1) :
    (CongruentToOne 2 M → M ^ 2 = 1) ∧ (CongruentToOne 4 M → M = 1) := by
  refine ⟨fun h2 => ?_, eq_one_of_congruent_four k hk M hM⟩
  -- squaring improves agreement modulo 2 to agreement modulo 4
  refine eq_one_of_congruent_four k hk _ (by rw [← pow_mul, mul_comm, pow_mul, hM, one_pow]) ?_
  obtain ⟨N, rfl⟩ := (congruentToOne_iff 2 M).mp h2
  refine (congruentToOne_iff 4 _).mpr ⟨N + N * N, ?_⟩
  rw [one_add_smul_sq]
  module
```

Q: What do the operations congruent to $I$ modulo 2 look like?

A: Among all integer matrices of finite order, they are exactly the matrices $I-2P$ with $P$ an integer matrix satisfying $P^2=P$. From $M=I+2N$ and $M^2=I$ one gets $N^2=-N$, so $P=-N$ works. Conversely, $(I-2P)^2=I-4P+4P=I$. Such a matrix is an isometry of a given lattice exactly when $P$ is also an orthogonal projector in the lattice's metric. The matrix of $P$ need not be symmetric in a skew lattice basis.

```lean
/-- The finite-order integer matrices that agree with the identity modulo 2 are exactly the
matrices `1 - 2 P` with `P` an integer projector. -/
theorem finite_order_even_iff_projector (M : Matrix n n ℤ) :
    ((∃ k : ℕ, 1 ≤ k ∧ M ^ k = 1) ∧ CongruentToOne 2 M) ↔
      ∃ P : Matrix n n ℤ, P * P = P ∧ M = 1 - (2 : ℤ) • P := by
  constructor
  · rintro ⟨⟨k, hk, hM⟩, h2⟩
    have hs := (parity_restriction M k hk hM).1 h2
    obtain ⟨N, rfl⟩ := (congruentToOne_iff 2 M).mp h2
    rw [one_add_smul_sq] at hs
    refine ⟨-N, ?_, by module⟩
    rw [neg_mul_neg]
    ext i j
    have h1 := congrFun (congrFun hs i) j
    simp only [Matrix.add_apply, Matrix.smul_apply, smul_eq_mul] at h1
    simp only [Matrix.neg_apply]
    linarith
  · rintro ⟨P, hP, rfl⟩
    have he : 1 - (2 : ℤ) • P = 1 + (-2 : ℤ) • P := by module
    refine ⟨⟨2, by norm_num, ?_⟩, (congruentToOne_iff 2 _).mpr ⟨-P, by module⟩⟩
    rw [he, one_add_smul_sq, hP]
    module
```

Within one finite group, two such operations $A$ and $B$ commute. Their product is also congruent to $I$ modulo 2, so $A$, $B$ and $AB$ all square to $I$, and $AB=A(ABAB)B=BA$.

```lean
/-- In a finite group of lattice symmetries, any two operations that agree with the identity
modulo 2 commute. -/
theorem even_operations_commute (G : Subgroup (Matrix n n ℤ)ˣ) [Finite G]
    (A B : (Matrix n n ℤ)ˣ) (hA : A ∈ G) (hB : B ∈ G)
    (hA2 : CongruentToOne 2 (A : Matrix n n ℤ)) (hB2 : CongruentToOne 2 (B : Matrix n n ℤ)) :
    A * B = B * A := by
  -- each such operation is an involution
  have inv : ∀ C ∈ G, CongruentToOne 2 (C : Matrix n n ℤ) → C * C = 1 := by
    intro C hC hC2
    have h1 : (⟨C, hC⟩ : G) ^ Nat.card G = 1 := pow_card_eq_one'
    have h2 : C ^ Nat.card G = 1 := congrArg Subtype.val h1
    have h3 : (C : Matrix n n ℤ) ^ Nat.card G = 1 := by
      rw [← Units.val_pow_eq_pow_val, h2, Units.val_one]
    have h4 := (parity_restriction _ _ Nat.card_pos h3).1 hC2
    apply Units.ext
    rw [Units.val_mul, Units.val_one, ← pow_two, h4]
  have hAB2 : CongruentToOne 2 ((A * B : (Matrix n n ℤ)ˣ) : Matrix n n ℤ) := by
    obtain ⟨N, hN⟩ := (congruentToOne_iff 2 _).mp hA2
    obtain ⟨K, hK⟩ := (congruentToOne_iff 2 _).mp hB2
    refine (congruentToOne_iff 2 _).mpr ⟨N + K + (2 : ℤ) • (N * K), ?_⟩
    rw [Units.val_mul, hN, hK]
    simp only [mul_add, add_mul, mul_one, one_mul, smul_mul_assoc, mul_smul_comm]
    module
  have hAB := inv _ (G.mul_mem hA hB) hAB2
  calc A * B = A * (A * B * (A * B)) * B := by rw [hAB, mul_one]
    _ = (A * A) * (B * A) * (B * B) := by simp only [mul_assoc]
    _ = B * A := by rw [inv A hA hA2, inv B hB hB2, one_mul, mul_one]
```

Q: Could evenness alone force $I$?

A: No. The mirror $\mathrm{diag}(1,-1)$ differs from $I$ only by an entry $-2$.

```lean
/-- The mirror `diag(1, -1)` agrees with the identity modulo 2 and squares to the identity, but
is not the identity. -/
theorem mirror_sharpness :
    CongruentToOne 2 !![(1 : ℤ), 0; 0, -1] ∧ !![(1 : ℤ), 0; 0, -1] ^ 2 = 1 ∧
      !![(1 : ℤ), 0; 0, -1] ≠ 1 := by
  refine ⟨?_, ?_, ?_⟩
  · intro i j
    fin_cases i <;> fin_cases j <;> simp [Matrix.sub_apply]
  · rw [pow_two]
    ext i j
    fin_cases i <;> fin_cases j <;> simp [Matrix.mul_apply, Fin.sum_univ_succ]
  · intro h
    have h1 := congrFun (congrFun h 1) 1
    norm_num at h1

end CrystallographicParity
```

```lean
#print axioms CrystallographicParity.finite_order_even_iff_projector
-- 'CrystallographicParity.finite_order_even_iff_projector' depends on axioms: [propext, Classical.choice, Quot.sound]
#print axioms CrystallographicParity.even_operations_commute
-- 'CrystallographicParity.even_operations_commute' depends on axioms: [propext, Classical.choice, Quot.sound]
#print axioms CrystallographicParity.mirror_sharpness
-- 'CrystallographicParity.mirror_sharpness' depends on axioms: [propext, Classical.choice, Quot.sound]
```

Q: Would modulo 3 also do for my comparison?

A: Yes, by a similar divisibility argument, which I give only by hand. If $M\ne I$, some power of $M$ has prime order $q$ and is still $I$ modulo 3. Write it as $I+3^aN$ with $a\ge1$ and $N$ not divisible by 3. Expanding the $q$-th power and dividing by $3^a$ gives $qN\equiv0$ modulo 3, impossible for $q\ne3$. For $q=3$, dividing by $3^{a+1}$ gives $N+3^aN^2+3^{2a-1}N^3=0$, so 3 divides $N$ again, a contradiction.
